# The orbital moment of an exciton from a single remote band in a three-band model

An exciton's orbital moment is taken here as the difference between the moments of its conduction and valence bands, weighted by the squared envelope amplitude at each wavevector and summed over a finite set of wavevectors. The model has three bands, with the same energies 1, 0 and 2 and the same velocity matrices at every wavevector, and the exciton is built from the bands at energies 1 (conduction) and 0 (valence). `excitonMoment_threeBand` states that its moment is then -∑ₖ |Aₖ|², in units where the prefactor is one, so a normalised envelope gives exactly -1. The proof uses an earlier theorem to reduce the moment to the contribution of the one remaining band, at energy 2, and then has to show by calculation that this contribution is -1 before weighting.

An attempt in Lean 4 with a fault in it:

```lean
import Mathlib

namespace ExcitonOrbitalMoment

noncomputable section

/-- Bands at one wavevector: pairwise distinct energies and two Hermitian velocity
matrices, written in the band eigenbasis. -/
structure Bands (n : ℕ) where
  E : Fin n → ℝ
  vx : Matrix (Fin n) (Fin n) ℂ
  vy : Matrix (Fin n) (Fin n) ℂ
  vx_herm : vx.IsHermitian
  vy_herm : vy.IsHermitian
  distinct : Function.Injective E

/-- The orbital moment of band `a`, in units where the prefactor is one:
the imaginary part of the sum over all other bands `b` of `vx_ab vy_ba / (E_a - E_b)`. -/
def Bands.moment {n : ℕ} (B : Bands n) (a : Fin n) : ℝ :=
  (∑ b ∈ Finset.univ.erase a,
    B.vx a b * B.vy b a / ((B.E a - B.E b : ℝ) : ℂ)).im

/-- The contribution of band `b` to the orbital moment of band `a`, for `a ≠ b`. -/
def Bands.pairMoment {n : ℕ} (B : Bands n) (a b : Fin n) : ℝ :=
  (B.vx a b * B.vy b a).im / (B.E a - B.E b)

/-- The envelope-weighted orbital moment of an exciton built from conduction band `c` and
valence band `v`, with amplitude `A k` at each wavevector `k` of a finite set. -/
def excitonMoment {n : ℕ} {K : Type*} [Fintype K] (B : K → Bands n) (A : K → ℂ)
    (c v : Fin n) : ℝ :=
  ∑ k, ‖A k‖ ^ 2 * ((B k).moment c - (B k).moment v)

/-- The orbital moment of a band is the sum of the contributions of all other bands. -/
theorem Bands.moment_eq_sum {n : ℕ} (B : Bands n) (a : Fin n) :
    B.moment a = ∑ b ∈ Finset.univ.erase a, B.pairMoment a b := by
  simp only [Bands.moment, Bands.pairMoment, Complex.im_sum, Complex.div_ofReal_im]

/-- Two different bands contribute equally to each other's orbital moment. -/
theorem Bands.pairMoment_symm {n : ℕ} (B : Bands n) {a b : Fin n} (h : a ≠ b) :
    B.pairMoment a b = B.pairMoment b a := by
  have hx : B.vx b a = star (B.vx a b) := (B.vx_herm.apply b a).symm
  have hy : B.vy a b = star (B.vy b a) := (B.vy_herm.apply a b).symm
  have h1 : B.E a - B.E b ≠ 0 := sub_ne_zero.mpr (fun e => h (B.distinct e))
  have h2 : B.E b - B.E a ≠ 0 := sub_ne_zero.mpr (fun e => h (B.distinct e.symm))
  unfold Bands.pairMoment
  -- conjugation and the reversed energy difference each give one sign
  rw [hx, hy, div_eq_div_iff h1 h2]
  simp only [Complex.mul_im, Complex.star_def, Complex.conj_re, Complex.conj_im]
  ring

/-- The difference of two band moments is a sum over the remaining bands only. -/
theorem Bands.moment_sub {n : ℕ} (B : Bands n) (c v : Fin n) :
    B.moment c - B.moment v =
      ∑ b ∈ (Finset.univ.erase c).erase v, (B.pairMoment c b - B.pairMoment v b) := by
  by_cases h : c = v
  · subst h
    simp
  · -- split the mutual term off each moment
    have hc := Finset.add_sum_erase (Finset.univ.erase c) (B.pairMoment c)
      (Finset.mem_erase.mpr ⟨Ne.symm h, Finset.mem_univ v⟩)
    have hv := Finset.add_sum_erase (Finset.univ.erase v) (B.pairMoment v)
      (Finset.mem_erase.mpr ⟨h, Finset.mem_univ c⟩)
    rw [Finset.erase_right_comm] at hv
    have hs := B.pairMoment_symm h
    rw [B.moment_eq_sum c, B.moment_eq_sum v, Finset.sum_sub_distrib]
    linarith

/-- The envelope-weighted orbital moment of an exciton is a sum over remote bands, those
other than its conduction band `c` and valence band `v`, for every envelope. -/
theorem excitonMoment_eq_remote {n : ℕ} {K : Type*} [Fintype K] (B : K → Bands n)
    (A : K → ℂ) (c v : Fin n) :
    excitonMoment B A c v =
      ∑ k, ‖A k‖ ^ 2 * ∑ b ∈ (Finset.univ.erase c).erase v,
        ((B k).pairMoment c b - (B k).pairMoment v b) := by
  simp only [excitonMoment, Bands.moment_sub]

/-- A three-band model with energies 1, 0 and 2, in which band 0 is coupled to both
other bands. -/
def threeBand : Bands 3 where
  E := ![1, 0, 2]
  vx := !![0, 1, 1; 1, 0, 0; 1, 0, 0]
  vy := !![0, -Complex.I, -Complex.I; Complex.I, 0, 0; Complex.I, 0, 0]
  vx_herm := Matrix.IsHermitian.ext (fun i j => by
    fin_cases i <;> fin_cases j <;> simp)
  vy_herm := Matrix.IsHermitian.ext (fun i j => by
    fin_cases i <;> fin_cases j <;> simp)
  distinct := by
    intro i j
    fin_cases i <;> fin_cases j <;> norm_num

/-- With the bands `threeBand` at every wavevector, the envelope-weighted orbital moment for
conduction band 0 and valence band 1 is minus the squared norm of the envelope. -/
theorem excitonMoment_threeBand {K : Type*} [Fintype K] (A : K → ℂ) :
    excitonMoment (fun _ : K => threeBand) A 0 1 = -∑ k, ‖A k‖ ^ 2 := by
  have key : ((Finset.univ : Finset (Fin 3)).erase 0).erase 1 = {2} := by decide
  -- the only remote band is band 2
  have hr : threeBand.pairMoment 0 2 - threeBand.pairMoment 1 2 = -1 := by
    norm_num [Bands.pairMoment, threeBand]
  rw [excitonMoment_eq_remote]
  simp only [key, Finset.sum_singleton, hr, mul_neg, mul_one, Finset.sum_neg_distrib]

end

end ExcitonOrbitalMoment
```

Messages:

```
Main.lean:97:72: error: unsolved goals
K : Type u_1
inst✝ : Fintype K
A : K → ℂ
key : (Finset.univ.erase 0).erase 1 = {2}
⊢ ((![0, 1, 1] 2).re * (Matrix.vecCons 0 (fun i => Matrix.vecCons Complex.I (fun i => Complex.I) i) 2).im +
          (![0, 1, 1] 2).im * (Matrix.vecCons 0 (fun i => Matrix.vecCons Complex.I (fun i => Complex.I) i) 2).re) /
        (1 - ![1, 0, 2] 2) -
      ((![1, 0, 0] 2).re * (Matrix.vecCons (-Complex.I) (fun i => Matrix.vecCons 0 (fun i => 0) i) 2).im +
          (![1, 0, 0] 2).im * (Matrix.vecCons (-Complex.I) (fun i => Matrix.vecCons 0 (fun i => 0) i) 2).re) /
        -![1, 0, 2] 2 =
    -1
```

The error is in `hr`, the calculation for the remote band. "Unsolved goals" means that `norm_num` made progress but did not finish. It unfolded the definitions and wrote the imaginary part of each product in terms of real and imaginary parts, but it left the vector entries at index 2 unevaluated. The energy of band 2, for example, still stands in the goal as `![1, 0, 2] 2` instead of `2`. With such terms in place of numbers, the arithmetic could not be completed.

The repair first states the three energies and the four velocity matrix entries that the calculation needs. Each is proved by `rfl`, since the two sides agree once the definitions are unfolded. `simp only` then unfolds `Bands.pairMoment` and puts these values in, without having to unfold `threeBand` itself. What remains is (1 · i).im / (1 - 2) - (0 · 0).im / (0 - 2) = -1, which has no vector lookups left in it, and `norm_num` proves it.

Lean accepts the file once it reads:

```diff
@@ -96,5 +96,13 @@
   -- the only remote band is band 2
   have hr : threeBand.pairMoment 0 2 - threeBand.pairMoment 1 2 = -1 := by
-    norm_num [Bands.pairMoment, threeBand]
+    have e0 : threeBand.E 0 = 1 := rfl
+    have e1 : threeBand.E 1 = 0 := rfl
+    have e2 : threeBand.E 2 = 2 := rfl
+    have x0 : threeBand.vx 0 2 = 1 := rfl
+    have x1 : threeBand.vx 1 2 = 0 := rfl
+    have y0 : threeBand.vy 2 0 = Complex.I := rfl
+    have y1 : threeBand.vy 2 1 = 0 := rfl
+    simp only [Bands.pairMoment, e0, e1, e2, x0, x1, y0, y1]
+    norm_num
   rw [excitonMoment_eq_remote]
   simp only [key, Finset.sum_singleton, hr, mul_neg, mul_one, Finset.sum_neg_distrib]
```
